# At a fixed positive semidefinite spin density matrix, Loewner-ordered static screening never enlarges the COHSEX exchange splitting

Let \(n\) be a finite set of sites, labelled \(i,j\), with one orbital on each. These orbitals are orthonormal, and the electrons interact only through the site densities. All operators are complex \(n\times n\) matrices, which includes real symmetric ones. A matrix \(A\) is positive semidefinite, written \(A\ge 0\) and in Lean `A.PosSemidef`, if it is Hermitian and \(x^\dagger A x\ge 0\) for every vector \(x\). Loewner order \(A\le B\) means \(B-A\ge 0\). The entrywise product is \((A\circ B)_{ij}=A_{ij}B_{ij}\), in Lean `A.hadamard B`.

```lean
import Mathlib

open Matrix
open scoped ComplexOrder Kronecker

namespace CohsexExchangeSplitting

noncomputable section

variable {n : Type*} [Fintype n] [DecidableEq n]
```

A spin channel has density matrix \(\rho\). The bare interaction between sites is \(v\), and the statically screened one is \(W\), the same for both spins. The COHSEX self-energy is screened exchange plus a local Coulomb hole:

\[
\Sigma^{C}_{ij}(\rho)=-\rho_{ij}W_{ij}+\tfrac12\delta_{ij}(W_{ii}-v_{ii}).
\]

```lean
/-- The static COHSEX self-energy of one spin channel with density matrix `ρ`: screened exchange
`-ρ_ij W_ij` plus the local Coulomb hole `(W_ii - v_ii)/2`. -/
def cohsex (v W ρ : Matrix n n ℂ) : Matrix n n ℂ :=
  Matrix.of fun i j => -ρ i j * W i j + if i = j then (W i i - v i i) / 2 else 0
```

Fock exchange uses the bare interaction, \(\Sigma^{F}_{ij}(\rho)=-\rho_{ij}v_{ij}\).

```lean
/-- The bare Fock exchange `-ρ_ij v_ij` of one spin channel with density matrix `ρ`. -/
def fock (v ρ : Matrix n n ℂ) : Matrix n n ℂ :=
  Matrix.of fun i j => -ρ i j * v i j
```

The expectation value in an orbital \(x\) is \(\langle S\rangle_x=\mathrm{Re}\,x^\dagger S x\). Since \(x\) need not be normalised, the physical value for \(x\neq 0\) is \(\langle S\rangle_x/x^\dagger x\).

```lean
/-- The real part of the expectation value of the operator `S` in the orbital `x`
(not necessarily normalised). -/
def expect (x : n → ℂ) (S : Matrix n n ℂ) : ℝ := (star x ⬝ᵥ S *ᵥ x).re
```

Write \(M=\rho^\uparrow-\rho^\downarrow\) for the spin density matrix, and define the splittings, down minus up, by \(\Delta^{C}=\Sigma^{C}(\rho^\downarrow)-\Sigma^{C}(\rho^\uparrow)\) and \(\Delta^{F}=\Sigma^{F}(\rho^\downarrow)-\Sigma^{F}(\rho^\uparrow)\). The density matrices are given and are the same in both, so self-consistent changes of the orbitals are left out, as is the frequency dependence of \(W\).

## (a) Switching the screening off

Show that for \(W=v\) the COHSEX self-energy is Fock exchange:

\[
\Sigma^{C}(\rho)\big|_{W=v}=\Sigma^{F}(\rho).
\]

The Coulomb hole becomes \(\tfrac12\delta_{ij}(v_{ii}-v_{ii})=0\), and what remains is \(-\rho_{ij}v_{ij}\). The Lean proof compares entries and simplifies.

```lean
omit [Fintype n] in
/-- Without screening, `W = v`, the COHSEX self-energy is the bare Fock exchange. -/
theorem cohsex_unscreened (v ρ : Matrix n n ℂ) : cohsex v v ρ = fock v ρ := by
  ext i j
  simp [cohsex, fock]
```

## (b) The spin splitting as an entrywise product

Show that the Coulomb hole drops out of the splitting:

\[
\Delta^{C}=M\circ W .
\]

The Coulomb hole contains no \(\rho\), so it cancels between the spins. The exchange terms give

\[
-\rho^\downarrow_{ij}W_{ij}+\rho^\uparrow_{ij}W_{ij}=(\rho^\uparrow_{ij}-\rho^\downarrow_{ij})W_{ij}.
\]

No positivity is needed. In Lean, `ring` performs the cancellation for each entry.

```lean
omit [Fintype n] in
/-- The COHSEX self-energies of the two spins differ, down minus up, by the entrywise product of
the spin density matrix `ρup - ρdown` with the screened interaction. -/
theorem cohsex_splitting (v W ρup ρdown : Matrix n n ℂ) :
    cohsex v W ρdown - cohsex v W ρup = (ρup - ρdown).hadamard W := by
  ext i j
  -- the Coulomb hole does not depend on spin and cancels
  simp only [cohsex, Matrix.sub_apply, Matrix.of_apply, Matrix.hadamard_apply]
  ring
```

## (c) Schur's product theorem

Show that the entrywise product preserves positivity:

\[
A\ge 0,\quad B\ge 0\quad\Longrightarrow\quad A\circ B\ge 0 .
\]

The Kronecker product has entries \((A\otimes B)_{(i,k),(j,l)}=A_{ij}B_{kl}\). Writing \(A=C^\dagger C\) and \(B=D^\dagger D\) gives \(A\otimes B=(C\otimes D)^\dagger(C\otimes D)\ge 0\). Keeping only the rows \((i,i)\) and columns \((j,j)\) leaves \(A_{ij}B_{ij}\). So \(A\circ B\) is Hermitian, and with \(y_{(i,k)}=\delta_{ik}x_i\),

\[
x^\dagger(A\circ B)x=y^\dagger(A\otimes B)y\ge 0 .
\]

The equation `e` in the Lean proof identifies this submatrix. Mathlib supplies the positivity of Kronecker products and of principal submatrices.

```lean
omit [DecidableEq n] in
/-- Schur product theorem: the entrywise product of two positive semidefinite matrices is
positive semidefinite. -/
theorem schur_product {A B : Matrix n n ℂ} (hA : A.PosSemidef) (hB : B.PosSemidef) :
    (A.hadamard B).PosSemidef := by
  -- the entrywise product is a principal submatrix of the Kronecker product
  have e : A.hadamard B = (A ⊗ₖ B).submatrix (fun i => (i, i)) (fun i => (i, i)) := by
    ext i j
    rfl
  rw [e]
  exact (hA.kronecker hB).submatrix _
```

## (d) Bounds on the splitting matrix

Assume \(M\ge 0\) and \(0\le W\le v\). Show that

\[
0\le\Delta^{C}\le\Delta^{F}.
\]

By (b) and (c), \(\Delta^{C}=M\circ W\ge 0\). Setting \(W=v\) in (b) and using (a) gives \(\Delta^{F}=M\circ v\). Hence

\[
\Delta^{F}-\Delta^{C}=M\circ v-M\circ W=M\circ(v-W)\ge 0,
\]

again by (c). The Lean proof has the same two branches, except that it expands `fock` directly.

The hypothesis `hM` says that every orbital has at least as much spin-up as spin-down occupation. When all occupations are 0 or 1, this holds if the occupied spin-down space lies inside the occupied spin-up space, but an unrestricted calculation can violate it. The hypotheses `hW` and `hvW` say that static screening does not raise the interaction energy of any charge pattern and does not make it negative. All three are assumed, not derived from a response calculation.

```lean
/-- Screening never enlarges the exchange splitting: if `ρup - ρdown` is positive semidefinite and
`0 ≤ W ≤ v` in Loewner order, the COHSEX splitting (down minus up) lies between zero and the
splitting of bare Fock exchange in Loewner order. -/
theorem screening_reduces_splitting {v W ρup ρdown : Matrix n n ℂ}
    (hM : (ρup - ρdown).PosSemidef) (hW : W.PosSemidef) (hvW : (v - W).PosSemidef) :
    (cohsex v W ρdown - cohsex v W ρup).PosSemidef ∧
    ((fock v ρdown - fock v ρup) - (cohsex v W ρdown - cohsex v W ρup)).PosSemidef := by
  constructor
  · rw [cohsex_splitting]
    exact schur_product hM hW
  · -- the part removed by screening is the entrywise product with `v - W`
    have e : (fock v ρdown - fock v ρup) - (cohsex v W ρdown - cohsex v W ρup)
        = (ρup - ρdown).hadamard (v - W) := by
      rw [cohsex_splitting]
      ext i j
      simp only [fock, Matrix.sub_apply, Matrix.of_apply, Matrix.hadamard_apply]
      ring
    rw [e]
    exact schur_product hM hvW
```

## (e) Bounds in every orbital

Under the same assumptions, show for every \(x\) that

\[
0\le\langle\Delta^{C}\rangle_x\le\langle\Delta^{F}\rangle_x .
\]

From (d), \(x^\dagger\Delta^{C}x\ge 0\) and \(x^\dagger(\Delta^{F}-\Delta^{C})x\ge 0\). Expanding the second expression and taking real parts gives the claim. Both splittings are Hermitian here, so the real part discards nothing, and dividing by \(x^\dagger x\) preserves the inequalities when \(x\ne 0\). In Lean, `Complex.le_def` extracts the real parts.

So in a finite site model with fixed density matrices, if \(M\ge 0\) and \(0\le W\le v\), replacing Fock exchange by static COHSEX does not increase the first-order exchange splitting of any orbital.

```lean
/-- If `ρup - ρdown` is positive semidefinite and `0 ≤ W ≤ v` in Loewner order, then in every
orbital the expectation value of the COHSEX splitting is nonnegative and at most that of the
bare Fock splitting. -/
theorem orbital_splitting_le {v W ρup ρdown : Matrix n n ℂ}
    (hM : (ρup - ρdown).PosSemidef) (hW : W.PosSemidef) (hvW : (v - W).PosSemidef)
    (x : n → ℂ) :
    0 ≤ expect x (cohsex v W ρdown - cohsex v W ρup) ∧
    expect x (cohsex v W ρdown - cohsex v W ρup) ≤ expect x (fock v ρdown - fock v ρup) := by
  obtain ⟨h1, h2⟩ := screening_reduces_splitting hM hW hvW
  have k1 := (Complex.le_def.mp (h1.dotProduct_mulVec_nonneg x)).1
  have k2 := h2.dotProduct_mulVec_nonneg x
  rw [Matrix.sub_mulVec, dotProduct_sub] at k2
  have k3 := (Complex.le_def.mp k2).1
  rw [Complex.zero_re] at k1
  rw [Complex.zero_re, Complex.sub_re] at k3
  exact ⟨k1, sub_nonneg.mp k3⟩
```

## (f) A floor under the screened splitting

Let \(\kappa\) be real, with \(M\ge 0\) and \(\kappa v\le W\). Show that

\[
\kappa\,\Delta^{F}\le\Delta^{C}.
\]

The constant \(\kappa\) is a lower bound, common to all charge patterns, on the fraction of the bare interaction energy that survives screening; for a uniform dielectric constant \(\varepsilon\), with \(W=v/\varepsilon\), one can take \(\kappa=1/\varepsilon\). By linearity,

\[
\Delta^{C}-\kappa\Delta^{F}=M\circ(W-\kappa v),
\]

which is positive semidefinite by (c). The Lean proof establishes this identity as `e` and then applies `schur_product`.

```lean
/-- If `ρup - ρdown` is positive semidefinite and the screened interaction keeps at least a
fraction `κ` of the bare one, `κ v ≤ W` in Loewner order, then the COHSEX splitting is at least
`κ` times the bare Fock splitting in Loewner order. -/
theorem splitting_lower_bound {v W ρup ρdown : Matrix n n ℂ} {κ : ℝ}
    (hM : (ρup - ρdown).PosSemidef) (hκ : (W - (κ : ℂ) • v).PosSemidef) :
    ((cohsex v W ρdown - cohsex v W ρup)
      - (κ : ℂ) • (fock v ρdown - fock v ρup)).PosSemidef := by
  have e : (cohsex v W ρdown - cohsex v W ρup) - (κ : ℂ) • (fock v ρdown - fock v ρup)
      = (ρup - ρdown).hadamard (W - (κ : ℂ) • v) := by
    rw [cohsex_splitting]
    ext i j
    simp only [fock, Matrix.sub_apply, Matrix.smul_apply, Matrix.of_apply,
      Matrix.hadamard_apply, smul_eq_mul]
    ring
  rw [e]
  exact schur_product hM hκ
```

## (g) A bonding electron on two sites

Label the sites of a dimer \(0,1\). One electron in the normalised bonding orbital \((1,1)/\sqrt2\) has density matrix

\[
B=\begin{pmatrix}1/2&1/2\\1/2&1/2\end{pmatrix}.
\]

```lean
/-- The density matrix of one electron in the bonding orbital of a two-site dimer. -/
def bonding : Matrix (Fin 2) (Fin 2) ℂ := !![1/2, 1/2; 1/2, 1/2]
```

The bare interaction, in arbitrary energy units, is

\[
v_d=\begin{pmatrix}1&1/2\\1/2&1\end{pmatrix}.
\]

```lean
/-- A bare dimer interaction with on-site strength `1` and inter-site strength `1/2`. -/
def dimerBare : Matrix (Fin 2) (Fin 2) ℂ := !![1, 1/2; 1/2, 1]
```

Show that \(B\) is an admissible spin density matrix for (d):

\[
B\ge 0 .
\]

Each entry of \(B^2\) is \(\tfrac14+\tfrac14=\tfrac12\), so \(B=B^2=B^\dagger B\) and \(x^\dagger Bx=\|Bx\|^2\ge 0\). Lean checks the four entries through `fin_cases`.

```lean
/-- The bonding density matrix of the dimer is positive semidefinite. -/
theorem bonding_posSemidef : bonding.PosSemidef := by
  have conj_two : (starRingEnd ℂ) 2 = 2 := Complex.conj_eq_iff_im.mpr (by simp)
  -- it is a Hermitian projector
  have h : bonding = bondingᴴ * bonding := by
    ext i j
    fin_cases i <;> fin_cases j <;>
      simp [bonding, Matrix.mul_apply, Fin.sum_univ_succ] <;> norm_num [conj_two]
  rw [h]
  exact Matrix.posSemidef_conjTranspose_mul_self _
```

## (h) Entrywise screening that enlarges the splitting

Take \(\rho^\uparrow=B\), \(\rho^\downarrow=0\), \(v=v_d\) and \(W=I\), the identity. Show that \(W\ge 0\), \(v_d\ge 0\) and \(|W_{ij}|\le|(v_d)_{ij}|\) for all \(i,j\), and yet, for \(x=(1,-1)\),

\[
\langle\Delta^{F}\rangle_x=\tfrac12,\qquad \langle\Delta^{C}\rangle_x=1 .
\]

The identity is positive semidefinite. For \(v_d\), put

\[
C=\begin{pmatrix}1/2&1/2\\1/2&-1/2\end{pmatrix},\qquad C^\dagger C=\tfrac12 I,\qquad v_d=B+C^\dagger C\ge 0 .
\]

The entries compare as \(1\le1\) on the diagonal and \(0\le\tfrac12\) off it. The splittings are

\[
\Delta^{F}=B\circ v_d=\begin{pmatrix}1/2&1/4\\1/4&1/2\end{pmatrix},\qquad
\Delta^{C}=B\circ I=\tfrac12 I,
\]

so \(\langle\Delta^{F}\rangle_x=\tfrac12+\tfrac12-2\cdot\tfrac14=\tfrac12\) and \(\langle\Delta^{C}\rangle_x=\tfrac12+\tfrac12=1\). In the normalised antibonding orbital the splitting rises from \(1/4\) to \(1/2\).

This does not contradict (e), because \(x^\dagger(v_d-I)x=-1\), so \(W\le v_d\) fails. Removing the inter-site repulsion raises the interaction energy of the charge pattern \((1,-1)\). The Lean proof treats the five claims in order, using `cohsex_splitting` for the last.

```lean
/-- Loewner order cannot be replaced by entrywise comparison: in the dimer with one spin-up
bonding electron, `W = 1` is positive semidefinite, as is the bare interaction, and no entry of
`W` exceeds the bare one in magnitude, yet screening raises the splitting in the orbital `(1, -1)`
from `1/2` to `1`. -/
theorem entrywise_screening_can_enlarge :
    (1 : Matrix (Fin 2) (Fin 2) ℂ).PosSemidef ∧ dimerBare.PosSemidef ∧
    (∀ i j, ‖(1 : Matrix (Fin 2) (Fin 2) ℂ) i j‖ ≤ ‖dimerBare i j‖) ∧
    expect ![1, -1] (fock dimerBare 0 - fock dimerBare bonding) = 1 / 2 ∧
    expect ![1, -1] (cohsex dimerBare 1 0 - cohsex dimerBare 1 bonding) = 1 := by
  refine ⟨Matrix.PosSemidef.one, ?_, ?_, ?_, ?_⟩
  · have conj_two : (starRingEnd ℂ) 2 = 2 := Complex.conj_eq_iff_im.mpr (by simp)
    -- the bare interaction is the bonding projector plus half the identity
    have h : dimerBare = bonding +
        (!![1/2, 1/2; 1/2, -1/2] : Matrix (Fin 2) (Fin 2) ℂ)ᴴ * !![1/2, 1/2; 1/2, -1/2] := by
      ext i j
      fin_cases i <;> fin_cases j <;>
        simp [dimerBare, bonding, Matrix.mul_apply, Fin.sum_univ_succ] <;> norm_num [conj_two]
    rw [h]
    exact bonding_posSemidef.add (Matrix.posSemidef_conjTranspose_mul_self _)
  · intro i j
    fin_cases i <;> fin_cases j <;> simp [dimerBare]
  · simp [expect, fock, dimerBare, bonding, Matrix.mulVec, dotProduct, Fin.sum_univ_succ]
    norm_num
  · rw [cohsex_splitting]
    simp [expect, bonding, Matrix.mulVec, dotProduct, Fin.sum_univ_succ]
    norm_num

end

end CohsexExchangeSplitting
```

```lean
#print axioms CohsexExchangeSplitting.screening_reduces_splitting
#print axioms CohsexExchangeSplitting.orbital_splitting_le
#print axioms CohsexExchangeSplitting.splitting_lower_bound
#print axioms CohsexExchangeSplitting.entrywise_screening_can_enlarge
```

```
'CohsexExchangeSplitting.screening_reduces_splitting' depends on axioms: [propext, Classical.choice, Quot.sound]
'CohsexExchangeSplitting.orbital_splitting_le' depends on axioms: [propext, Classical.choice, Quot.sound]
'CohsexExchangeSplitting.splitting_lower_bound' depends on axioms: [propext, Classical.choice, Quot.sound]
'CohsexExchangeSplitting.entrywise_screening_can_enlarge' depends on axioms: [propext, Classical.choice, Quot.sound]
```

## The same dimer with \(W=I/2\)

Halving the screened interaction restores the order: \(v_d-\tfrac12I=B\ge 0\). This \(W\) weakens the interaction energy of the pattern \((1,1)\), which the dimer's own charge-conserving response cannot do, so it stands for screening by surroundings. Now \(\Delta^{C}=B\circ\tfrac12I=\tfrac14I\), while \(\Delta^{F}\) has eigenvalues \(3/4\) (bonding) and \(1/4\) (antibonding). Screening lowers the bonding splitting from \(3/4\) to \(1/4\) and leaves the antibonding one at \(1/4\).

The largest eigenvalue of \(v_d\) is \(3/2\), so \(\tfrac13v_d\le\tfrac12I\), and (f) applies with \(\kappa=1/3\). Its lower bound for the bonding orbital, \(\tfrac13\cdot\tfrac34=\tfrac14\), is attained.

## Screening built from a polarisability

The order \(0\le W\le v\) holds whenever \(v\) is positive definite and \(W=(v^{-1}-P)^{-1}\) with a static polarisability \(P\le 0\). Then \(v^{-1}-P\ge v^{-1}\), and inversion reverses the Loewner order of positive definite matrices. Conversely, every positive definite \(W\le v\) can be written in this form with \(P=v^{-1}-W^{-1}\le 0\), though this \(P\) need not be the polarisability of the system at hand. These two statements are not part of the Lean code.
